# Bounds on the Kleinman-Bylander energy of a single projector

## Definitions and conventions

$H$ is a complex inner product space with $\langle x, y\rangle$ conjugate-linear in $x$, as in Dirac notation. Neither finite dimension nor completeness is assumed, so finite bases are included. The operator $\delta V$, written `dV`, has type `H →L[ℂ] H`: it is linear, defined everywhere and bounded, with operator norm `‖dV‖`. For a reference state $\varphi$, not necessarily normalised,
$$a = \operatorname{Re}\langle\varphi, \delta V\varphi\rangle, \qquad E = \frac{\|\delta V\varphi\|^2}{a}, \qquad V_{KB} = \frac{|\delta V\varphi\rangle\langle\delta V\varphi|}{a}.$$

In pseudopotential calculations $\delta V$ is the difference between the potential of one angular momentum channel and the local potential, and the separable $V_{KB}$ replaces this difference, with $E$ as the coefficient of the projector onto the normalised vector $\delta V\varphi/\|\delta V\varphi\|$; the model here is one projector built from one state and one bounded operator. The full Kleinman-Bylander construction also has a local part, a sum over angular momentum channels and radial reference functions, none of which appear below, and nothing is said about the spectrum of a Hamiltonian containing $V_{KB}$.

```lean
import Mathlib

open scoped InnerProductSpace

namespace KleinmanBylander

noncomputable section

variable {H : Type*} [NormedAddCommGroup H] [InnerProductSpace ℂ H]
```

`IsHermitianOp` is the symmetry $\langle\delta V x, y\rangle = \langle x, \delta V y\rangle$.

```lean
/-- The operator `dV` is Hermitian: `⟨dV x, y⟩ = ⟨x, dV y⟩` for all states. -/
def IsHermitianOp (dV : H →L[ℂ] H) : Prop :=
  ∀ x y : H, ⟪dV x, y⟫_ℂ = ⟪x, dV y⟫_ℂ
```

`expVal dV x` is $\operatorname{Re}\langle x, \delta V x\rangle$, not divided by $\|x\|^2$, so $a$ is `expVal dV φ`.

```lean
/-- The real part of the diagonal matrix element `⟨x, dV x⟩`. -/
def expVal (dV : H →L[ℂ] H) (x : H) : ℝ :=
  (⟪x, dV x⟫_ℂ).re
```

`IsPosSemidefOp` constrains only this real part, so it does not include Hermiticity.

```lean
/-- The operator `dV` is positive semidefinite: `Re ⟨x, dV x⟩ ≥ 0` for every state. -/
def IsPosSemidefOp (dV : H →L[ℂ] H) : Prop :=
  ∀ x : H, 0 ≤ expVal dV x

/-- The Kleinman-Bylander energy `E = ‖dV φ‖² / a` with `a = Re ⟨φ, dV φ⟩`. -/
def kbEnergy (dV : H →L[ℂ] H) (φ : H) : ℝ :=
  ‖dV φ‖ ^ 2 / expVal dV φ
```

In `kbOperator`, `innerSL ℂ (dV φ)` is the bra $\langle\delta V\varphi|$ and `smulRight (dV φ)` attaches the ket.

```lean
/-- The separable Kleinman-Bylander operator `|dV φ⟩⟨dV φ| / a` with `a = Re ⟨φ, dV φ⟩`. -/
def kbOperator (dV : H →L[ℂ] H) (φ : H) : H →L[ℂ] H :=
  ((expVal dV φ : ℂ)⁻¹) • (innerSL ℂ (dV φ)).smulRight (dV φ)
```

The main theorem, `kbEnergy_bounds`, assumes that $\delta V$ is Hermitian and $a \neq 0$. It concludes that $\langle\varphi, \delta V\varphi\rangle = a$, that $\|\delta V\varphi\|/\|\varphi\| \le |E|$, and that $0 < E \le \|\delta V\|$ if $\delta V$ is also positive semidefinite. All hypotheses are assumed, not derived from an atomic model. The counter-examples for the first two hypotheses are checked by hand only; the file has no theorem for them.

## Hermiticity

Physically, $\delta V$ is an observable, a term of a Hamiltonian. By hand, $\overline{\langle\varphi, \delta V\varphi\rangle} = \langle\delta V\varphi, \varphi\rangle = \langle\varphi, \delta V\varphi\rangle$, so the matrix element is real and equals $a$. Then
$$V_{KB}\varphi = \frac{\langle\delta V\varphi, \varphi\rangle}{a}\,\delta V\varphi = \delta V\varphi, \qquad V_{KB}\,\delta V\varphi = \frac{\|\delta V\varphi\|^2}{a}\,\delta V\varphi = E\,\delta V\varphi .$$
The separable operator reproduces $\delta V$ on the reference state, and $E$ is its eigenvalue on $\delta V\varphi$, which is nonzero because $\delta V\varphi = 0$ would give $a = 0$.

`inner_self_ofReal` is $\langle y, y\rangle = \|y\|^2$.

```lean
/-- The inner product of a state with itself is its squared norm. -/
theorem inner_self_ofReal (y : H) : ⟪y, y⟫_ℂ = ((‖y‖ ^ 2 : ℝ) : ℂ) := by
  have h := inner_self_eq_norm_sq_to_K (𝕜 := ℂ) y
  rw [Complex.ofReal_pow]
  exact h
```

`inner_eq_expVal` follows the conjugation argument: `inner_conj_symm` swaps the slots and `hV φ φ` moves the operator back.

```lean
/-- For Hermitian `dV` the matrix element `⟨φ, dV φ⟩` equals its real part. -/
theorem inner_eq_expVal {dV : H →L[ℂ] H} (hV : IsHermitianOp dV) (φ : H) :
    ⟪φ, dV φ⟫_ℂ = (expVal dV φ : ℂ) := by
  have h : (starRingEnd ℂ) ⟪φ, dV φ⟫_ℂ = ⟪φ, dV φ⟫_ℂ := by
    rw [inner_conj_symm]
    exact hV φ φ
  exact (Complex.conj_eq_iff_re.1 h).symm
```

In `kbOperator_action`, `happ` is the formula $V_{KB}\psi = a^{-1}\langle\delta V\varphi, \psi\rangle\,\delta V\varphi$. Only the first of the three claims uses `hV`. Hermiticity enters again in the equality case and in the upper bound.

```lean
/-- For Hermitian `dV` and `a ≠ 0`, the separable operator sends `φ` to `dV φ`, the vector
`dV φ` is nonzero, and the separable operator multiplies it by `E`. -/
theorem kbOperator_action {dV : H →L[ℂ] H} (hV : IsHermitianOp dV) {φ : H}
    (ha : expVal dV φ ≠ 0) :
    kbOperator dV φ φ = dV φ ∧ dV φ ≠ 0 ∧
      kbOperator dV φ (dV φ) = (kbEnergy dV φ : ℂ) • dV φ := by
  have happ : ∀ ψ : H, kbOperator dV φ ψ
      = ((expVal dV φ : ℂ)⁻¹ * ⟪dV φ, ψ⟫_ℂ) • dV φ := by
    intro ψ
    rw [mul_smul]
    rfl
  have ha' : (expVal dV φ : ℂ) ≠ 0 := Complex.ofReal_ne_zero.2 ha
  refine ⟨?_, ?_, ?_⟩
  · rw [happ, hV φ φ, inner_eq_expVal hV φ, inv_mul_cancel₀ ha', one_smul]
  · intro h
    apply ha
    unfold expVal
    rw [h, inner_zero_right, Complex.zero_re]
  · have hE : (expVal dV φ : ℂ)⁻¹ * ((‖dV φ‖ ^ 2 : ℝ) : ℂ) = (kbEnergy dV φ : ℂ) := by
      unfold kbEnergy
      push_cast
      ring
    rw [happ, inner_self_ofReal, hE]
```

Without Hermiticity, take $H = \mathbb{C}$, $\delta V$ multiplication by $1 + i$, and $\varphi = 1$. Then $a = 1$ and $E = 2$, while $V_{KB}\varphi = (1 - i)(1 + i) = 2 \neq \delta V\varphi$. Here $\operatorname{Re}\langle x, \delta V x\rangle = |x|^2 \ge 0$, yet $E$ exceeds $\|\delta V\| = \sqrt2$. Also $\delta V\varphi$ is a multiple of $\varphi$ with $|E| \neq \|\delta V\varphi\|/\|\varphi\| = \sqrt2$.

## Nonzero denominator

The condition $a \neq 0$ says that $\delta V$ has a nonzero expectation value in the reference state, and it is needed to define $E$ and $V_{KB}$. It forces $\varphi \neq 0$. By Cauchy-Schwarz,
$$|a| \le |\langle\varphi, \delta V\varphi\rangle| \le \|\varphi\|\,\|\delta V\varphi\|.$$
Multiplying by $\|\delta V\varphi\|$ gives $\|\delta V\varphi\|\,|a| \le \|\varphi\|\,\|\delta V\varphi\|^2$, and dividing by $\|\varphi\|\,|a| > 0$ gives $\|\delta V\varphi\|/\|\varphi\| \le |E|$.

`kbEnergy_lower_bound` takes no Hermiticity hypothesis, since the real part is bounded by the modulus in any case. The chain above is `hcs`; `ha` yields `hφpos` and `hapos`, which `div_le_div_iff₀` needs to clear both denominators, and `nlinarith` performs the multiplication.

```lean
/-- If `a ≠ 0`, then `‖dV φ‖ / ‖φ‖ ≤ |E|`. -/
theorem kbEnergy_lower_bound {dV : H →L[ℂ] H} {φ : H} (ha : expVal dV φ ≠ 0) :
    ‖dV φ‖ / ‖φ‖ ≤ |kbEnergy dV φ| := by
  have hφ : φ ≠ 0 := by
    intro h
    apply ha
    unfold expVal
    rw [h, inner_zero_left, Complex.zero_re]
  have hφpos : 0 < ‖φ‖ := norm_pos_iff.2 hφ
  have hapos : 0 < |expVal dV φ| := abs_pos.2 ha
  -- Cauchy-Schwarz bounds the denominator
  have hcs : |expVal dV φ| ≤ ‖φ‖ * ‖dV φ‖ :=
    (Complex.abs_re_le_norm _).trans (norm_inner_le_norm (𝕜 := ℂ) φ (dV φ))
  unfold kbEnergy
  rw [abs_div, abs_of_nonneg (sq_nonneg ‖dV φ‖), div_le_div_iff₀ hφpos hapos]
  nlinarith [mul_le_mul_of_nonneg_left hcs (norm_nonneg (dV φ))]
```

Since $\delta V\varphi \neq 0$, cancelling one factor shows that $|E| = \|\delta V\varphi\|/\|\varphi\|$ is equivalent to $|a| = \|\varphi\|\,\|\delta V\varphi\|$. For Hermitian $\delta V$ one has $|a| = |\langle\varphi, \delta V\varphi\rangle|$, so this is equality in Cauchy-Schwarz, which for two nonzero vectors holds exactly when $\delta V\varphi = \mu\varphi$. The bound is attained precisely when $\varphi$ is an eigenvector of $\delta V$. In `kbEnergy_lower_bound_eq_iff`, `hn` is the use of Hermiticity, `key` is the equality case, and `mul_left_cancel₀ hy'` is the cancellation.

```lean
/-- For Hermitian `dV` and `a ≠ 0`, the equality `|E| = ‖dV φ‖ / ‖φ‖` holds exactly when
`dV φ` is a scalar multiple of `φ`. -/
theorem kbEnergy_lower_bound_eq_iff {dV : H →L[ℂ] H} (hV : IsHermitianOp dV) {φ : H}
    (ha : expVal dV φ ≠ 0) :
    |kbEnergy dV φ| = ‖dV φ‖ / ‖φ‖ ↔ ∃ μ : ℂ, dV φ = μ • φ := by
  have hy : dV φ ≠ 0 := (kbOperator_action hV ha).2.1
  have hφ : φ ≠ 0 := by
    intro h
    apply hy
    rw [h, map_zero]
  have hφ' : ‖φ‖ ≠ 0 := norm_ne_zero_iff.2 hφ
  have hy' : ‖dV φ‖ ≠ 0 := norm_ne_zero_iff.2 hy
  have ha' : |expVal dV φ| ≠ 0 := abs_ne_zero.2 ha
  have hn : ‖⟪φ, dV φ⟫_ℂ‖ = |expVal dV φ| := by
    rw [inner_eq_expVal hV φ, Complex.norm_real, Real.norm_eq_abs]
  -- the equality case of Cauchy-Schwarz
  have key := norm_inner_eq_norm_iff (𝕜 := ℂ) hφ hy
  rw [hn] at key
  unfold kbEnergy
  rw [abs_div, abs_of_nonneg (sq_nonneg ‖dV φ‖), div_eq_div_iff ha' hφ']
  constructor
  · intro h
    have h1 : ‖dV φ‖ * |expVal dV φ| = ‖dV φ‖ * (‖φ‖ * ‖dV φ‖) := by
      rw [← h]
      ring
    obtain ⟨r, _, hr⟩ := key.1 (mul_left_cancel₀ hy' h1)
    exact ⟨r, hr⟩
  · rintro ⟨μ, hμ⟩
    have hμ0 : μ ≠ 0 := by
      intro h
      apply hy
      rw [hμ, h, zero_smul]
    have h1 := key.2 ⟨μ, hμ0, hμ⟩
    rw [h1]
    ring
```

Without the hypothesis, take $\delta V$ exchanging the two components of $\mathbb{C}^2$ and $\varphi = (1, 0)$. Then $a = 0$ and $\|\delta V\varphi\|/\|\varphi\| = 1$. The energy is undefined, and since Lean sets division by zero to zero, the lower bound would read $1 \le 0$.

## Positivity

Positive semidefinite means that $\delta V$ lowers the energy expectation value of no state, as for a potential that is nowhere negative. It is required for every state, not only for $\varphi$. At $\varphi$ it gives $a \ge 0$, hence $a > 0$ and $E > 0$. The upper bound uses it at a second state. With $y = \delta V x$ and real $t$,
$$\langle tx - y, \delta V(tx - y)\rangle = t^2\langle x, \delta V x\rangle - t\langle x, \delta V y\rangle - t\langle y, \delta V x\rangle + \langle y, \delta V y\rangle .$$
The third term contains $\langle y, y\rangle = \|y\|^2$ directly, and the second does after Hermiticity, $\langle x, \delta V y\rangle = \langle\delta V x, y\rangle$. In `expVal_shift` these are `h2` and `h1`, and `simp only` expands the brackets and takes real parts.

```lean
/-- For Hermitian `dV` and real `t`, the diagonal element in the state `t x - dV x` is
`t² Re ⟨x, dV x⟩ - 2 t ‖dV x‖² + Re ⟨dV x, dV (dV x)⟩`. -/
theorem expVal_shift {dV : H →L[ℂ] H} (hV : IsHermitianOp dV) (t : ℝ) (x : H) :
    expVal dV ((t : ℂ) • x - dV x)
      = t ^ 2 * expVal dV x - 2 * t * ‖dV x‖ ^ 2 + expVal dV (dV x) := by
  have h2 : ⟪dV x, dV x⟫_ℂ = ((‖dV x‖ ^ 2 : ℝ) : ℂ) := inner_self_ofReal (dV x)
  have h1 : ⟪x, dV (dV x)⟫_ℂ = ((‖dV x‖ ^ 2 : ℝ) : ℂ) := (hV x (dV x)).symm.trans h2
  unfold expVal
  simp only [map_sub, map_smul, inner_sub_left, inner_sub_right, inner_smul_left,
    inner_smul_right, h1, h2, Complex.conj_ofReal, Complex.sub_re, Complex.mul_re,
    Complex.ofReal_re, Complex.ofReal_im]
  ring
```

Let $N = \|\delta V\|$; boundedness is used here. Cauchy-Schwarz gives $\operatorname{Re}\langle y, \delta V y\rangle \le \|y\|\,\|\delta V y\| \le N\|y\|^2$. At $t = N$, positivity gives
$$0 \le N^2 \operatorname{Re}\langle x, \delta V x\rangle - 2N\|y\|^2 + N\|y\|^2 .$$
For $N > 0$, division by $N$ yields $\|\delta V x\|^2 \le N \operatorname{Re}\langle x, \delta V x\rangle$. For $N = 0$ both sides vanish. In the proof, `hq` is the norm estimate, `h0` is positivity at the trial state, `rcases` splits the two cases, and `le_of_mul_le_mul_left` divides by $N$.

```lean
/-- For Hermitian positive semidefinite `dV`, every state obeys
`‖dV x‖² ≤ ‖dV‖ Re ⟨x, dV x⟩`. -/
theorem norm_sq_le_opNorm_mul_expVal {dV : H →L[ℂ] H} (hV : IsHermitianOp dV)
    (hpos : IsPosSemidefOp dV) (x : H) :
    ‖dV x‖ ^ 2 ≤ ‖dV‖ * expVal dV x := by
  -- the diagonal element in `dV x` is bounded by the operator norm
  have hq : expVal dV (dV x) ≤ ‖dV‖ * ‖dV x‖ ^ 2 :=
    calc expVal dV (dV x) ≤ ‖⟪dV x, dV (dV x)⟫_ℂ‖ :=
          (le_abs_self _).trans (Complex.abs_re_le_norm _)
      _ ≤ ‖dV x‖ * ‖dV (dV x)‖ := norm_inner_le_norm (𝕜 := ℂ) _ _
      _ ≤ ‖dV x‖ * (‖dV‖ * ‖dV x‖) :=
          mul_le_mul_of_nonneg_left (dV.le_opNorm _) (norm_nonneg _)
      _ = ‖dV‖ * ‖dV x‖ ^ 2 := by ring
  -- positivity in the trial state `‖dV‖ x - dV x`
  have h0 : 0 ≤ expVal dV (((‖dV‖ : ℝ) : ℂ) • x - dV x) := hpos _
  rw [expVal_shift hV] at h0
  rcases (norm_nonneg dV).eq_or_lt with hN | hN
  · have hle := dV.le_opNorm x
    rw [← hN, zero_mul] at hle
    have hy0 : ‖dV x‖ = 0 := le_antisymm hle (norm_nonneg _)
    rw [hy0, ← hN]
    norm_num
  · refine le_of_mul_le_mul_left ?_ hN
    nlinarith [h0, hq]
```

Setting $x = \varphi$ and dividing by $a > 0$ gives $E \le \|\delta V\|$. `kbEnergy_bounds` collects the parts: `hapos` combines `hpos φ` with `ha`, `hy` makes the numerator positive, and `div_le_iff₀` reduces the upper bound to the lemma. The negative semidefinite case is not stated.

```lean
/-- For Hermitian `dV` with `a ≠ 0`: `⟨φ, dV φ⟩` is the real number `a`,
`‖dV φ‖ / ‖φ‖ ≤ |E|`, and if `dV` is positive semidefinite then `0 < E ≤ ‖dV‖`. -/
theorem kbEnergy_bounds {dV : H →L[ℂ] H} (hV : IsHermitianOp dV) {φ : H}
    (ha : expVal dV φ ≠ 0) :
    ⟪φ, dV φ⟫_ℂ = (expVal dV φ : ℂ) ∧ ‖dV φ‖ / ‖φ‖ ≤ |kbEnergy dV φ| ∧
      (IsPosSemidefOp dV → 0 < kbEnergy dV φ ∧ kbEnergy dV φ ≤ ‖dV‖) := by
  refine ⟨inner_eq_expVal hV φ, kbEnergy_lower_bound ha, fun hpos => ?_⟩
  have hapos : 0 < expVal dV φ := lt_of_le_of_ne (hpos φ) (Ne.symm ha)
  have hy : dV φ ≠ 0 := (kbOperator_action hV ha).2.1
  unfold kbEnergy
  refine ⟨div_pos (pow_pos (norm_pos_iff.2 hy) 2) hapos, ?_⟩
  rw [div_le_iff₀ hapos]
  exact norm_sq_le_opNorm_mul_expVal hV hpos φ
```

The two examples use an orthonormal basis of two functions, states with real coefficients and real diagonal operators. The arguments `a` and `b` of `vec` are these coefficients; `a` is not the matrix element $a$ there.

```lean
/-- The state space of a basis of two orthonormal functions. -/
abbrev C2 := EuclideanSpace ℂ (Fin 2)

/-- The state with real coefficients `(a, b)` in the two-function basis. -/
def vec (a b : ℝ) : C2 := !₂[(a : ℂ), (b : ℂ)]

/-- The diagonal operator `diag(α, β)` in the two-function basis. -/
def diagOp (α β : ℝ) : C2 →L[ℂ] C2 :=
  LinearMap.toContinuousLinearMap
    { toFun := fun x => !₂[(α : ℂ) * x 0, (β : ℂ) * x 1]
      map_add' := by
        intro x y
        ext i
        fin_cases i <;> simp [mul_add]
      map_smul' := by
        intro c x
        ext i
        fin_cases i <;> simp [mul_left_comm] }

/-- The squared norm of a two-component state is the sum of the squared moduli. -/
theorem norm_sq_two (x : C2) : ‖x‖ ^ 2 = ‖x 0‖ ^ 2 + ‖x 1‖ ^ 2 := by
  rw [EuclideanSpace.norm_eq, Fin.sum_univ_two]
  exact Real.sq_sqrt (by positivity)
```

`diagOp_spec` shows that $\operatorname{diag}(\alpha, \beta)$ is Hermitian, with $\operatorname{Re}\langle x, \delta V x\rangle = \alpha|x_0|^2 + \beta|x_1|^2$ and $\|\delta V x\|^2 = \alpha^2|x_0|^2 + \beta^2|x_1|^2$.

```lean
/-- The operator `diag(α, β)` is Hermitian, with `Re ⟨x, dV x⟩ = α |x₀|² + β |x₁|²` and
`‖dV x‖² = α² |x₀|² + β² |x₁|²`. -/
theorem diagOp_spec (α β : ℝ) :
    IsHermitianOp (diagOp α β) ∧
      (∀ x : C2, expVal (diagOp α β) x = α * ‖x 0‖ ^ 2 + β * ‖x 1‖ ^ 2) ∧
      (∀ x : C2, ‖diagOp α β x‖ ^ 2 = α ^ 2 * ‖x 0‖ ^ 2 + β ^ 2 * ‖x 1‖ ^ 2) := by
  have h0 : ∀ x : C2, diagOp α β x 0 = (α : ℂ) * x 0 := by
    intro x
    first | rfl | simp [diagOp]
  have h1 : ∀ x : C2, diagOp α β x 1 = (β : ℂ) * x 1 := by
    intro x
    first | rfl | simp [diagOp]
  refine ⟨?_, ?_, ?_⟩
  · intro x y
    simp only [PiLp.inner_apply, Fin.sum_univ_two, h0, h1, RCLike.inner_apply, map_mul,
      Complex.conj_ofReal]
    ring
  · intro x
    unfold expVal
    simp only [PiLp.inner_apply, Fin.sum_univ_two, h0, h1, RCLike.inner_apply,
      Complex.sq_norm, Complex.normSq_apply, Complex.add_re, Complex.mul_re, Complex.mul_im,
      Complex.conj_re, Complex.conj_im, Complex.ofReal_re, Complex.ofReal_im]
    ring
  · intro x
    rw [norm_sq_two, h0, h1]
    simp only [norm_mul, Complex.norm_real, Real.norm_eq_abs, mul_pow, sq_abs]
```

For $\operatorname{diag}(1, 2)$ and $\varphi = (1, 1)$ all three hypotheses are satisfied, with $a = 1 + 2 = 3$, $\|\delta V\varphi\|^2 = 1 + 4 = 5$ and $E = 5/3$.

```lean
/-- The operator `diag(1, 2)` is Hermitian and positive semidefinite, and for `φ = (1, 1)`
it has `a = 3` and `E = 5 / 3`. -/
theorem kbEnergy_bounds_witness :
    IsHermitianOp (diagOp 1 2) ∧ IsPosSemidefOp (diagOp 1 2) ∧
      expVal (diagOp 1 2) (vec 1 1) = 3 ∧ kbEnergy (diagOp 1 2) (vec 1 1) = 5 / 3 := by
  obtain ⟨hV, hE, hN⟩ := diagOp_spec 1 2
  have p0 : vec 1 1 0 = ((1 : ℝ) : ℂ) := by first | rfl | simp [vec]
  have p1 : vec 1 1 1 = ((1 : ℝ) : ℂ) := by first | rfl | simp [vec]
  have ha : expVal (diagOp 1 2) (vec 1 1) = 3 := by
    rw [hE, p0, p1]
    norm_num
  have hn : ‖diagOp 1 2 (vec 1 1)‖ ^ 2 = 5 := by
    rw [hN, p0, p1]
    norm_num
  refine ⟨hV, ?_, ha, ?_⟩
  · intro x
    rw [hE]
    positivity
  · unfold kbEnergy
    rw [hn, ha]
```

Without positivity the upper bound can fail. The Hermitian operator $\operatorname{diag}(1, -1)$ preserves norms, so $\|\delta V\| \le 1$. For $\varphi = (t + 1, t)$ with $t \ge 0$,
$$a = (t+1)^2 - t^2 = 2t + 1 > 0, \qquad \|\delta V\varphi\|^2 = 2t^2 + 2t + 1 > t(2t + 1),$$
so $E > t$. These values are `ha` and `hn`, and `lt_div_iff₀` with `nlinarith` gives the inequality. For $t \ge 1$ the energy exceeds $\|\delta V\|$ although $a$ is positive, and at fixed $\delta V$ it grows without bound, because the positive and negative contributions largely cancel in $a$, which grows linearly in $t$, and add in $\|\delta V\varphi\|^2$, which grows quadratically.

```lean
/-- The operator `diag(1, -1)` is Hermitian with norm at most one, and for `t ≥ 0` the state
`φ = (t + 1, t)` has `a ≠ 0` and `E > t`. -/
theorem kbEnergy_large_of_indefinite (t : ℝ) (ht : 0 ≤ t) :
    IsHermitianOp (diagOp 1 (-1)) ∧ ‖diagOp 1 (-1)‖ ≤ 1 ∧
      expVal (diagOp 1 (-1)) (vec (t + 1) t) ≠ 0 ∧
      t < kbEnergy (diagOp 1 (-1)) (vec (t + 1) t) := by
  obtain ⟨hV, hE, hN⟩ := diagOp_spec 1 (-1)
  have p0 : vec (t + 1) t 0 = ((t + 1 : ℝ) : ℂ) := by first | rfl | simp [vec]
  have p1 : vec (t + 1) t 1 = ((t : ℝ) : ℂ) := by first | rfl | simp [vec]
  have ha : expVal (diagOp 1 (-1)) (vec (t + 1) t) = 2 * t + 1 := by
    rw [hE, p0, p1]
    simp only [Complex.norm_real, Real.norm_eq_abs, sq_abs]
    ring
  have hn : ‖diagOp 1 (-1) (vec (t + 1) t)‖ ^ 2 = 2 * t ^ 2 + 2 * t + 1 := by
    rw [hN, p0, p1]
    simp only [Complex.norm_real, Real.norm_eq_abs, sq_abs]
    ring
  have hpos : 0 < 2 * t + 1 := by linarith
  refine ⟨hV, ?_, ?_, ?_⟩
  · -- the operator preserves norms
    refine ContinuousLinearMap.opNorm_le_bound _ zero_le_one fun x => ?_
    have h : ‖diagOp 1 (-1) x‖ ^ 2 = ‖x‖ ^ 2 := by
      rw [hN, norm_sq_two x]
      ring
    rw [one_mul]
    exact ((sq_eq_sq₀ (norm_nonneg _) (norm_nonneg _)).1 h).le
  · rw [ha]
    exact hpos.ne'
  · unfold kbEnergy
    rw [hn, ha, lt_div_iff₀ hpos]
    nlinarith

end

end KleinmanBylander
```

```lean
#print axioms KleinmanBylander.kbEnergy_lower_bound_eq_iff
#print axioms KleinmanBylander.kbEnergy_bounds
#print axioms KleinmanBylander.kbEnergy_large_of_indefinite
```

```
'KleinmanBylander.kbEnergy_lower_bound_eq_iff' depends on axioms: [propext, Classical.choice, Quot.sound]
'KleinmanBylander.kbEnergy_bounds' depends on axioms: [propext, Classical.choice, Quot.sound]
'KleinmanBylander.kbEnergy_large_of_indefinite' depends on axioms: [propext, Classical.choice, Quot.sound]
```
